# Rational orthogonal 3×3 matrices have an odd denominator and an odd coincidence index on the simple cubic lattice

A script that builds a bicrystal from two simple cubic grains can take the misorientation as a rational matrix $R$ and scale it to integers before it searches for common lattice vectors. Suppose $R$ comes from a nonzero integer quaternion $(a,b,c,d)$. With $s=a^2+b^2+c^2+d^2$, the matrix $sR$ is an integer matrix. If $g$ is the greatest common divisor of $s$ and the nine entries of $sR$, the smallest multiplier that clears $R$ is $N=s/g$.

For $(3,1,0,0)$ the rotation is about a cube axis with cosine $4/5$ and sine $3/5$. Here $s=10$, $g=2$ and $N=5$. The result below says that $N$ must come out odd, so an even value points to a missed common factor or to a matrix that is not orthogonal. It gives the same parity check for the number of lattice points per coincidence point, for unstrained simple cubic grains.

## The multiplier N and the index Σ

`ClearsDenominators R n` says that $nR$ has integer entries, and `IsDenominator R N` says that $N$ is the least such positive integer.

```lean
import Mathlib

open Matrix

namespace CubicCoincidence

/-- The multiple `n R` of a rational matrix has only integer entries. -/
def ClearsDenominators {d : ℕ} (R : Matrix (Fin d) (Fin d) ℚ) (n : ℕ) : Prop :=
  ∀ i j, ∃ a : ℤ, (n : ℚ) * R i j = a

/-- `N` is the least positive integer for which `N R` is an integer matrix. -/
def IsDenominator {d : ℕ} (R : Matrix (Fin d) (Fin d) ℚ) (N : ℕ) : Prop :=
  1 ≤ N ∧ ClearsDenominators R N ∧ ∀ n, 1 ≤ n → ClearsDenominators R n → N ≤ n
```

The cubic lattice is $\mathbb Z^3$, with the lattice constant as unit of length. A coincidence point is an integer vector $x$ of the form $x=Ry$ with $y$ an integer vector. These points form the subgroup `coincidenceLattice R`, and its index in $\mathbb Z^3$ is the $\Sigma$ of grain-boundary work.

```lean
/-- The coincidence lattice: points of the cubic lattice that are also
images under `R` of points of the cubic lattice. -/
def coincidenceLattice {d : ℕ} (R : Matrix (Fin d) (Fin d) ℚ) :
    AddSubgroup (Fin d → ℤ) where
  carrier := {x | ∃ y : Fin d → ℤ, ∀ i, ∑ j, R i j * (y j : ℚ) = x i}
  zero_mem' := ⟨0, fun i => by simp⟩
  add_mem' := by
    rintro a b ⟨y, hy⟩ ⟨z, hz⟩
    exact ⟨y + z, fun i => by simp [mul_add, Finset.sum_add_distrib, hy i, hz i]⟩
  neg_mem' := by
    rintro a ⟨y, hy⟩
    exact ⟨-y, fun i => by simp [hy i]⟩
```

The integers $N$ and $\Sigma$ are defined separately. What is proved about their relation is that $\Sigma$ divides $N^3$, which is enough for parity; the equality $\Sigma=N$ is not established here. Centred cubic lattices and relative translations of the grains are not treated.

## Rational entries: a multiplier exists

Rationality is built into the type `Matrix (Fin 3) (Fin 3) ℚ`. Physically, it selects misorientations for which the two grains share a three-dimensional lattice.

By hand, the product of the denominators of all entries is a positive multiplier that clears $R$, and a nonempty set of positive integers has a least element. The proof does the same: each denominator divides the product, and `Nat.find` picks the least multiplier. Neither orthogonality nor dimension three is needed.

```lean
/-- Every rational square matrix has a least positive integer multiplier
that makes it an integer matrix. -/
theorem exists_isDenominator {d : ℕ} (R : Matrix (Fin d) (Fin d) ℚ) :
    ∃ N, IsDenominator R N := by
  classical
  -- the product of all denominators is one such multiplier
  have h : ∃ n, 1 ≤ n ∧ ClearsDenominators R n := by
    refine ⟨∏ i, ∏ j, (R i j).den,
      Finset.prod_pos fun i _ => Finset.prod_pos fun j _ => (R i j).den_pos, fun i j => ?_⟩
    obtain ⟨m, hm⟩ := (Finset.dvd_prod_of_mem (fun j => (R i j).den) (Finset.mem_univ j)).trans
      (Finset.dvd_prod_of_mem (fun i => ∏ j, (R i j).den) (Finset.mem_univ i))
    refine ⟨m * (R i j).num, ?_⟩
    rw [hm]
    push_cast
    linear_combination (m : ℚ) * Rat.mul_den_eq_num (R i j)
  exact ⟨Nat.find h, (Nat.find_spec h).1, (Nat.find_spec h).2,
    fun n h1 h2 => Nat.find_min' h ⟨h1, h2⟩⟩
```

Without rationality there may be no $N$: a rotation by 45° about a cube axis has the entry $1/\sqrt2$, and no positive integer multiple of that is an integer.

## Leastness: an even N could be halved

Leastness means that all common factors have been removed from the scaled matrix. Suppose $N=2k$ and put $A=NR$. The rows of $R$ have unit length, so for each row $i$

$$A_{i0}^2+A_{i1}^2+A_{i2}^2=N^2=4k^2 .$$

The square of an even integer is $0$ modulo 4, and that of an odd integer is $1$. Three such remainders add up to a multiple of 4 only if all are $0$, so every entry of $A$ is even. Then $kR=A/2$ is already an integer matrix, with $1\le k<N$, which contradicts leastness.

In the proof, `hsq` is the statement about squares, `hq` is the row equation, and `heven` collects the even entries. The minimality hypothesis `hmin`, applied to `k`, gives $N\le k$, which is impossible.

```lean
/-- The denominator of a rational orthogonal 3 by 3 matrix is odd. -/
theorem odd_denominator {R : Matrix (Fin 3) (Fin 3) ℚ} {N : ℕ}
    (hR : R * Rᵀ = 1) (hN : IsDenominator R N) : Odd N := by
  obtain ⟨hpos, hclear, hmin⟩ := hN
  by_contra hodd
  obtain ⟨k, hk⟩ := Nat.not_odd_iff_even.1 hodd
  obtain ⟨A, hA⟩ : ∃ A : Matrix (Fin 3) (Fin 3) ℤ, ∀ i j, (N : ℚ) * R i j = A i j := by
    choose A hA using hclear
    exact ⟨Matrix.of A, hA⟩
  have hsq : ∀ z : ℤ, (z * z % 4 = 0 ∧ 2 ∣ z) ∨ z * z % 4 = 1 := by
    intro z
    obtain ⟨m, rfl | rfl⟩ := Int.even_or_odd' z
    · rw [show 2 * m * (2 * m) = 4 * (m * m) by ring]
      omega
    · rw [show (2 * m + 1) * (2 * m + 1) = 4 * (m * m + m) + 1 by ring]
      omega
  -- three squares with sum divisible by 4 are all even
  have heven : ∀ i j, (2 : ℤ) ∣ A i j := by
    intro i
    have hrow := congrFun (congrFun hR i) i
    simp only [Matrix.mul_apply, Matrix.transpose_apply, Fin.sum_univ_three,
      Matrix.one_apply_eq] at hrow
    have hq : (A i 0 : ℚ) * A i 0 + A i 1 * A i 1 + A i 2 * A i 2 = 4 * (k * k) := by
      simp only [← hA, hk]
      push_cast
      linear_combination ((k : ℚ) + k) ^ 2 * hrow
    have h : A i 0 * A i 0 + A i 1 * A i 1 + A i 2 * A i 2 = 4 * ((k : ℤ) * k) := by
      exact_mod_cast hq
    have h0 := hsq (A i 0)
    have h1 := hsq (A i 1)
    have h2 := hsq (A i 2)
    have h3 : 2 ∣ A i 0 ∧ 2 ∣ A i 1 ∧ 2 ∣ A i 2 := by omega
    intro j
    fin_cases j
    exacts [h3.1, h3.2.1, h3.2.2]
  -- so half of N would already do
  have hle := hmin k (by omega) (fun i j => by
    obtain ⟨b, hb⟩ := heven i j
    have h := hA i j
    rw [hb, hk] at h
    push_cast at h
    exact ⟨b, by linear_combination h / 2⟩)
  omega
```

Without leastness the claim is false: 10 clears the rotation with cosine $4/5$ and sine $3/5$ just as 5 does.

The transpose has the same entries in other places, so the same integers clear it and its least multiplier is the same. For orthogonal $R$ the transpose is the inverse, so it does not matter which grain is taken as the reference.

## Orthogonality: the second grain is not strained

The hypothesis `R * Rᵀ = 1` says that the second grain is a rigidly rotated, possibly reflected, copy of the first. No condition is put on the determinant. The derivation has already used it for the row lengths, and uses it again to invert $R$.

Let $B=NR^{\mathsf T}$, so that $B_{ij}=NR_{ji}$. If $x=Ry$ with $y$ an integer vector, then $R^{\mathsf T}x=y$ and $Bx=Ny$, so $N$ divides every component of $Bx$. Conversely, if $Bx=Ny$ with $y$ an integer vector, then $R^{\mathsf T}x=y$ because $N\ne0$, and hence $x=Ry$. The identity `key` in the proof is $Bx=N(R^{\mathsf T}x)$.

```lean
/-- For orthogonal `R` and an integer matrix `B = N Rᵀ` with `N ≠ 0`, a lattice point `x`
is a coincidence point exactly when `N` divides every component of `B x`. -/
theorem mem_coincidence_iff {R : Matrix (Fin 3) (Fin 3) ℚ} {N : ℕ}
    {B : Matrix (Fin 3) (Fin 3) ℤ} (hR : R * Rᵀ = 1) (hN : N ≠ 0)
    (hB : ∀ i j, (N : ℚ) * R j i = B i j) (x : Fin 3 → ℤ) :
    x ∈ coincidenceLattice R ↔ ∀ i, (N : ℤ) ∣ (B *ᵥ x) i := by
  have key : ∀ i, (((B *ᵥ x) i : ℤ) : ℚ) = N * (Rᵀ *ᵥ (fun j => (x j : ℚ))) i := by
    intro i
    simp only [Matrix.mulVec, dotProduct, Fin.sum_univ_three, Matrix.transpose_apply,
      Int.cast_add, Int.cast_mul, ← hB]
    ring
  change (∃ y : Fin 3 → ℤ, ∀ i, ∑ j, R i j * (y j : ℚ) = x i) ↔ _
  constructor
  · rintro ⟨y, hy⟩ i
    have hy' : R *ᵥ (fun j => (y j : ℚ)) = fun j => (x j : ℚ) := funext hy
    have h : Rᵀ *ᵥ (fun j => (x j : ℚ)) = fun j => (y j : ℚ) := by
      rw [← hy', Matrix.mulVec_mulVec, mul_eq_one_comm.mp hR, Matrix.one_mulVec]
    have h' : (((B *ᵥ x) i : ℤ) : ℚ) = N * (y i : ℚ) := by rw [key i, h]
    exact ⟨y i, by exact_mod_cast h'⟩
  · intro h
    choose y hy using h
    have h' : Rᵀ *ᵥ (fun j => (x j : ℚ)) = fun j => (y j : ℚ) := by
      funext i
      have h1 := key i
      rw [hy i] at h1
      push_cast at h1
      exact (mul_left_cancel₀ (Nat.cast_ne_zero.2 hN) h1).symm
    have h2 : R *ᵥ (fun j => (y j : ℚ)) = fun j => (x j : ℚ) := by
      rw [← h', Matrix.mulVec_mulVec, hR, Matrix.one_mulVec]
    exact ⟨y, fun i => congrFun h2 i⟩
```

The coincidence lattice is therefore the kernel of the map $x\mapsto Bx$ modulo $N$, from $\mathbb Z^3$ to $(\mathbb Z/N)^3$. The index of a kernel is the size of the image, and the image is a subgroup of a group with $N^3$ elements. So $\Sigma$ divides $N^3$. In the proof, `φ` is this map and `hker` identifies its kernel.

```lean
/-- If `R` is orthogonal and `N R` is an integer matrix with `N ≠ 0`, the index of the
coincidence lattice in the cubic lattice divides `N³`. -/
theorem coincidence_index_dvd {R : Matrix (Fin 3) (Fin 3) ℚ} {N : ℕ} (hR : R * Rᵀ = 1)
    (hN : N ≠ 0) (hc : ClearsDenominators R N) : (coincidenceLattice R).index ∣ N ^ 3 := by
  have : NeZero N := ⟨hN⟩
  obtain ⟨B, hB⟩ : ∃ B : Matrix (Fin 3) (Fin 3) ℤ, ∀ i j, (N : ℚ) * R j i = B i j := by
    choose A hA using hc
    exact ⟨Matrix.of fun i j => A j i, fun i j => hA j i⟩
  -- the coincidence lattice is the kernel of B modulo N
  let φ : (Fin 3 → ℤ) →+ (Fin 3 → ZMod N) :=
    AddMonoidHom.mk' (fun x i => (((B *ᵥ x) i : ℤ) : ZMod N)) (by
      intro x y
      funext i
      simp [Matrix.mulVec_add])
  have hker : coincidenceLattice R = φ.ker := by
    ext x
    rw [mem_coincidence_iff hR hN hB x, AddMonoidHom.mem_ker, funext_iff]
    exact forall_congr' fun i => (CharP.intCast_eq_zero_iff (ZMod N) N _).symm
  have hcard : Nat.card (Fin 3 → ZMod N) = N ^ 3 := by
    simp [Nat.card_eq_fintype_card, ZMod.card]
  have h := AddSubgroup.card_addSubgroup_dvd_card φ.range
  rw [hcard] at h
  rw [hker, AddSubgroup.index_ker]
  exact h
```

Since $N$ is odd, so is $N^3$, and so is every divisor of it. Lean assigns index 0 to a subgroup of infinite index, so an odd index also means that $\Sigma$ is finite. The main theorem puts the statements together.

```lean
/-- The odd Sigma rule: a rational orthogonal 3 by 3 matrix and its transpose have the same
denominator, which is odd, and the index of the coincidence lattice is odd. -/
theorem odd_sigma_rule (R : Matrix (Fin 3) (Fin 3) ℚ) (hR : R * Rᵀ = 1) :
    ∃ N, Odd N ∧ IsDenominator R N ∧ IsDenominator Rᵀ N ∧
      Odd (coincidenceLattice R).index := by
  obtain ⟨N, hN⟩ := exists_isDenominator R
  have hodd := odd_denominator hR hN
  have hpos := hN.1
  exact ⟨N, hodd, hN,
    ⟨hN.1, fun i j => hN.2.1 j i, fun n h1 h2 => hN.2.2 n h1 fun i j => h2 j i⟩,
    Odd.of_dvd_nat hodd.pow (coincidence_index_dvd hR (by omega) hN.2.1)⟩
```

Without orthogonality both parities can fail. The volume-preserving strain $\mathrm{diag}(1/2,2,1)$ has $N=2$, and its coincidence points are the integer vectors with even second component, so $\Sigma=2$.

## Three dimensions: too few squares to reach four

Dimension three enters the oddness argument through the number of terms in the row equation. In the proof it is the step that obtains `h3` by `omega` from three instances of `hsq`.

With four components, four odd squares can add up to a multiple of 4. The matrix below has entries $\pm1/2$ and orthonormal rows. Twice the matrix is an integer matrix, while an odd multiple of $1/2$ is never an integer, so its denominator is 2.

```lean
/-- In four dimensions oddness fails: there is an orthogonal matrix with entries
`1/2` and `-1/2`, given here, whose denominator is 2. -/
theorem even_in_four_dimensions :
    let R : Matrix (Fin 4) (Fin 4) ℚ := !![1/2, 1/2, 1/2, 1/2; 1/2, -1/2, 1/2, -1/2;
      1/2, 1/2, -1/2, -1/2; 1/2, -1/2, -1/2, 1/2]
    R * Rᵀ = 1 ∧ IsDenominator R 2 := by
  intro R
  refine ⟨?_, by norm_num, fun i j => ⟨!![1, 1, 1, 1; 1, -1, 1, -1;
    1, 1, -1, -1; 1, -1, -1, 1] i j, ?_⟩, ?_⟩
  · ext i j
    fin_cases i <;> fin_cases j <;> norm_num [R, Matrix.mul_apply, Fin.sum_univ_succ]
  · fin_cases i <;> fin_cases j <;> norm_num [R]
  · intro n hn h
    obtain ⟨a, ha⟩ := h 0 0
    have ha' : (n : ℚ) * (1 / 2) = a := ha
    have h3 : (n : ℚ) = 2 * a := by linarith
    have h4 : (n : ℤ) = 2 * a := by exact_mod_cast h3
    omega

end CubicCoincidence
```

```lean
#print axioms CubicCoincidence.odd_sigma_rule
#print axioms CubicCoincidence.even_in_four_dimensions
```

```
'CubicCoincidence.odd_sigma_rule' depends on axioms: [propext, Classical.choice, Quot.sound]
'CubicCoincidence.even_in_four_dimensions' depends on axioms: [propext, Classical.choice, Quot.sound]
```
